# The propagator of a finite diagonal Hamiltonian is the diagonal matrix of its phase factors

The theorem `evolution_diagonal` concerns a Hamiltonian given as a finite diagonal matrix with real energies eᵢ, in units where ħ = 1. It states that the propagator exp(−iHt) is then itself diagonal, with the phase factor exp(−ieᵢt) as its i-th diagonal entry, for every real time t. The proof moves the scalar −it inside the diagonal matrix and uses `Matrix.exp_diagonal` to turn the matrix exponential into the exponential of the function that lists the diagonal entries. It then compares the two sides entry by entry, where it needs the exponential of that function, evaluated at i, to be the exponential of its value at i.

The failing Lean file:

```lean
import Mathlib

open Matrix
open scoped Real

namespace EvolutionDiagonal

noncomputable section

variable {n : Type*} [Fintype n] [DecidableEq n]

/-- The propagator `exp(-iHt)` of the Hamiltonian matrix `H` at time `t`. -/
def evolution (H : Matrix n n ℂ) (t : ℝ) : Matrix n n ℂ :=
  NormedSpace.exp ((-(Complex.I * t)) • H)

/-- The phase factor `exp(-iEt)` collected by a level of energy `E` in time `t`. -/
def phase (t E : ℝ) : ℂ := Complex.exp (-(Complex.I * t) * E)

/-- The propagator of a diagonal Hamiltonian is the diagonal matrix of its phase factors. -/
theorem evolution_diagonal (e : n → ℝ) (t : ℝ) :
    evolution (diagonal fun i => (e i : ℂ)) t = diagonal fun i => phase t (e i) := by
  have hd : (-(Complex.I * t)) • diagonal (fun i => (e i : ℂ)) =
      diagonal (fun i => -(Complex.I * t) * (e i : ℂ)) :=
    (Matrix.diagonal_smul (-(Complex.I * t)) (fun i => (e i : ℂ))).symm
  rw [evolution, hd, Matrix.exp_diagonal]
  refine congrArg Matrix.diagonal (funext fun i => ?_)
  rw [Pi.exp_apply, phase, Complex.exp_eq_exp_ℂ]

end

end EvolutionDiagonal
```

The compiler's answer:

```
Main.lean:27:6: error(lean.unknownIdentifier): Unknown identifier `Pi.exp_apply`
Main.lean:21:83: error: unsolved goals
n : Type u_1
inst✝¹ : Fintype n
inst✝ : DecidableEq n
e : n → ℝ
t : ℝ
hd : (-(Complex.I * ↑t) • diagonal fun i => ↑(e i)) = diagonal fun i => -(Complex.I * ↑t) * ↑(e i)
i : n
⊢ NormedSpace.exp (fun i => -(Complex.I * ↑t) * ↑(e i)) i = phase t (e i)
```

The first message says that Lean finds no declaration called `Pi.exp_apply`. The second shows the goal this leaves open: on the left, `NormedSpace.exp` is applied to the whole function and the result is evaluated at `i`, while `phase` on the right is still folded. None of that line's rewrites has taken effect.

The repair proves the missing step as `h`. Evaluation at `i` is a ring homomorphism, `Pi.evalRingHom`, and it is continuous by `continuous_apply i`. `NormedSpace.map_exp` lets such a map pass through the exponential, so the exponential of the function, evaluated at `i`, equals the exponential of the number at `i`. Rewriting with `h` puts the left side in that form. The other two rewrites are kept from the failed line: `phase` unfolds the right side, and `Complex.exp_eq_exp_ℂ` turns `Complex.exp` into `NormedSpace.exp`, so the two sides agree. The added comment has no effect on the proof.

Lean accepts the file once it reads:

```diff
@@ -25,5 +25,10 @@
   rw [evolution, hd, Matrix.exp_diagonal]
   refine congrArg Matrix.diagonal (funext fun i => ?_)
-  rw [Pi.exp_apply, phase, Complex.exp_eq_exp_ℂ]
+  -- evaluation at one level is a continuous ring homomorphism
+  have h : NormedSpace.exp (fun j => -(Complex.I * t) * (e j : ℂ)) i =
+      NormedSpace.exp (-(Complex.I * t) * (e i : ℂ)) :=
+    NormedSpace.map_exp (Pi.evalRingHom (fun _ : n => ℂ) i) (continuous_apply i)
+      (fun j => -(Complex.I * t) * (e j : ℂ))
+  rw [h, phase, Complex.exp_eq_exp_ℂ]
 
 end
```
